# Sideband Maxima and the Finite-Difference Scattering Delay in a Two-Path Model

An atom is ionised by a pump pulse made of odd harmonics of an angular frequency \(w\), while a probe field of frequency \(w\) itself is present, weak enough that at most one probe photon is exchanged. Between two neighbouring harmonic peaks of the photoelectron spectrum there appears a sideband, at energy \(E\). An electron can reach it in two ways: it absorbs the lower harmonic and then a probe photon, passing through energy \(E-w\), or it absorbs the upper harmonic and emits a probe photon, passing through \(E+w\). The two paths interfere, and the sideband signal oscillates as the probe is delayed by a time \(t\) relative to the pump. Which delays make the signal largest, and what do they say about the phase the electron acquires in leaving the atom?

Atomic units are used, so energies and angular frequencies are measured alike. Let the two paths have moduli \(A,B>0\) and phases \(p,q\) at zero delay, and let \(w>0\). Delaying the probe adds \(wt\) to the phase of the absorbing path and subtracts it from that of the emitting path. The signal is

\[
S(t)=\left|A e^{i(wt+p)}+B e^{i(-wt+q)}\right|^2 .
\]

## Interference at twice the probe frequency

Write \(\alpha=wt+p\) and \(\beta=-wt+q\). The total amplitude has real part \(A\cos\alpha+B\cos\beta\) and imaginary part \(A\sin\alpha+B\sin\beta\). Squaring and adding gives

\[
S=A^2(\cos^2\alpha+\sin^2\alpha)+B^2(\cos^2\beta+\sin^2\beta)
+2AB(\cos\alpha\cos\beta+\sin\alpha\sin\beta).
\]

The first two brackets equal 1 and the last is \(\cos(\alpha-\beta)\). Since \(\alpha-\beta=2wt+p-q\),

\[
S(t)=A^2+B^2+2AB\cos(2wt+p-q).
\]

Because \(AB>0\), the signal never exceeds \((A+B)^2\), and it reaches this value at \(t=(q-p)/(2w)\), where the cosine is 1. A delay is therefore a global maximum exactly when \(2wt+p-q=2\pi n\) for some integer \(n\), that is, when

\[
t=\frac{q-p}{2w}+\frac{n\pi}{w}.
\]

The maximum is not unique: the signal repeats with period \(\pi/w\), half the optical period of the probe.

## The scattering phase in the position of the maxima

Let \(\varphi\) be the scattering phase of the photoelectron as a function of energy, and set

\[
p=\varphi(E-w)+c_1,\qquad q=\varphi(E+w)+c_2 .
\]

The constants \(c_1\) and \(c_2\) stand for the remaining phases of each path: that of the pump harmonic and that of the probe-driven transition in the continuum. The maxima are then at

\[
t=\tau(E,w)+\frac{c_2-c_1}{2w}+\frac{n\pi}{w},\qquad
\tau(E,w)=\frac{\varphi(E+w)-\varphi(E-w)}{2w}.
\]

Consider a second channel with scattering phase \(\chi\), sideband energy \(E'\), and the same \(w\), \(c_1\) and \(c_2\). Subtracting a maximum \(t'\) of its signal from a maximum \(t\) of the first removes the unknown constants:

\[
t-t'=\tau_\varphi(E,w)-\tau_\chi(E',w)+\frac{n\pi}{w}
\]

for some integer \(n\), where the subscript on \(\tau\) names the phase function.

## From the finite difference to the energy derivative

Suppose \(\varphi\) is differentiable at \(E\). The function \(g(w)=\varphi(E+w)-\varphi(E-w)\) vanishes at \(w=0\) and has derivative \(\varphi'(E)+\varphi'(E)=2\varphi'(E)\) there. Hence

\[
\tau(E,w)=\frac12\,\frac{g(w)-g(0)}{w}\longrightarrow\varphi'(E)
\qquad(w\to0,\ w\neq0).
\]

This limit concerns \(\tau\) alone. With \(c_1\neq c_2\) held fixed, the other term \((c_2-c_1)/(2w)\) grows in magnitude without bound.

At finite \(w>0\), if \(\varphi\) is differentiable throughout \([E-w,E+w]\), the mean value theorem on this interval of length \(2w\) gives \(\tau(E,w)=\varphi'(x)\) for some \(x\) strictly between the end points. The finite difference is thus the derivative at a nearby energy, not necessarily at \(E\).

For a cubic phase the deviation is explicit. If

\[
\varphi(x)=a_0+a_1(x-E)+a_2(x-E)^2+a_3(x-E)^3,
\]

then the even terms cancel in \(\varphi(E+w)-\varphi(E-w)=2a_1w+2a_3w^3\), and division by \(2w\neq0\) leaves

\[
\tau(E,w)=a_1+a_3w^2,
\]

where \(a_1=\varphi'(E)\).

These relations bear on how photoelectron delays are read from sideband oscillations, for a model with exactly two interfering paths, a monochromatic probe and moduli that do not depend on the delay.

## Amplitude, signal and delay in Lean

The development works with real parameters throughout; only the amplitude is complex.

```lean
import Mathlib

open Filter Topology

namespace PhotoelectronSidebandDelay

noncomputable section
```

The amplitude takes its parameters in the order `A B w p q t`. The phases are formed as real numbers and then cast to `ℂ`, which later lets Mathlib's formulas for the exponential of a real multiple of \(i\) apply directly.

```lean
/-- Sum of the two path amplitudes leading to one sideband, of moduli `A` and `B` and phases
`p` and `q`, at pump-probe delay `t` and probe frequency `w`. -/
def sidebandAmplitude (A B w p q t : ℝ) : ℂ :=
  (A : ℂ) * Complex.exp (((w * t + p : ℝ) : ℂ) * Complex.I) +
    (B : ℂ) * Complex.exp (((-(w * t) + q : ℝ) : ℂ) * Complex.I)
```

The sign of `w * t` fixes the convention for the delay: the path with phase `p` gains phase as `t` increases. Reversing the sense of the delay would reverse the sign of the delay at which each maximum occurs.

```lean
/-- Sideband signal: the squared modulus of the total amplitude. -/
def sidebandSignal (A B w p q t : ℝ) : ℝ :=
  ‖sidebandAmplitude A B w p q t‖ ^ 2
```

The signal is a squared norm in arbitrary units, with no detector response or averaging over pulse duration.

```lean
/-- Finite-difference delay of the scattering phase `phi` between the energies
`E - w` and `E + w` (atomic units). -/
def finiteDelay (phi : ℝ → ℝ) (E w : ℝ) : ℝ :=
  (phi (E + w) - phi (E - w)) / (2 * w)
```

Here `phi` is an arbitrary real function of energy. Its identification with a scattering phase is physical input; nothing in the file derives it from a Hamiltonian.

```lean
/-- The delay `t` is a global maximum of the sideband signal. -/
def IsSidebandMax (A B w p q t : ℝ) : Prop :=
  ∀ s, sidebandSignal A B w p q s ≤ sidebandSignal A B w p q t
```

The predicate `IsSidebandMax` compares the signal at `t` with the signal at every real delay `s`, so it means a global maximum and permits many of them.

## The interference formula and all its maxima

The first theorem holds for all real parameters, without any positivity assumption.

```lean
/-- The sideband signal is a constant plus an interference term oscillating at twice the
probe frequency. -/
theorem sidebandSignal_eq (A B w p q t : ℝ) :
    sidebandSignal A B w p q t =
      A ^ 2 + B ^ 2 + 2 * A * B * Real.cos (2 * w * t + p - q) := by
  have hre : (sidebandAmplitude A B w p q t).re =
      A * Real.cos (w * t + p) + B * Real.cos (-(w * t) + q) := by
    simp only [sidebandAmplitude, Complex.add_re, Complex.re_ofReal_mul,
      Complex.exp_ofReal_mul_I_re]
  have him : (sidebandAmplitude A B w p q t).im =
      A * Real.sin (w * t + p) + B * Real.sin (-(w * t) + q) := by
    simp only [sidebandAmplitude, Complex.add_im, Complex.im_ofReal_mul,
      Complex.exp_ofReal_mul_I_im]
  -- the interference phase is the difference of the two path phases
  have hphase : 2 * w * t + p - q = (w * t + p) - (-(w * t) + q) := by ring
  rw [sidebandSignal, ← Complex.normSq_eq_norm_sq, Complex.normSq_apply, hre, him,
    hphase, Real.cos_sub]
  linear_combination A ^ 2 * Real.sin_sq_add_cos_sq (w * t + p) +
    B ^ 2 * Real.sin_sq_add_cos_sq (-(w * t) + q)
```

The facts `hre` and `him` are the real and imaginary parts written above. The rewriting turns the squared norm into the sum of their squares, and `hphase` with `Real.cos_sub` expands the cosine of \(\alpha-\beta\). What remains differs only by the two identities \(\sin^2+\cos^2=1\), which `linear_combination` supplies with weights \(A^2\) and \(B^2\).

Positivity enters with the maxima. If one modulus were zero, the signal would be constant and every delay would be a maximum.

```lean
/-- The sideband signal is maximal exactly at the delays `(q - p) / (2 w)` shifted by integer
multiples of `π / w`. -/
theorem isSidebandMax_iff {A B w : ℝ} (hA : 0 < A) (hB : 0 < B) (hw : 0 < w) (p q t : ℝ) :
    IsSidebandMax A B w p q t ↔
      ∃ n : ℤ, t = (q - p) / (2 * w) + n * Real.pi / w := by
  have hAB : 0 < A * B := mul_pos hA hB
  have hw2 : 2 * w ≠ 0 := by positivity
  -- a delay of the stated form is one where the interference phase is a multiple of 2π
  have key : ∀ n : ℤ, t = (q - p) / (2 * w) + n * Real.pi / w ↔
      (n : ℝ) * (2 * Real.pi) = 2 * w * t + p - q := by
    intro n
    have e : (q - p) / (2 * w) + n * Real.pi / w =
        (q - p + n * (2 * Real.pi)) / (2 * w) := by ring
    rw [e, eq_div_iff hw2]
    constructor <;> intro h <;> linarith
  simp only [key]
  rw [← Real.cos_eq_one_iff]
  constructor
  · intro h
    -- compare with the delay at which the two paths are in phase
    have h0 := h ((q - p) / (2 * w))
    have hz : 2 * w * ((q - p) / (2 * w)) + p - q = 0 := by
      have h1 : 2 * w * ((q - p) / (2 * w)) = q - p := by field_simp
      linarith
    rw [sidebandSignal_eq, sidebandSignal_eq, hz, Real.cos_zero] at h0
    have h2 : A * B * 1 ≤ A * B * Real.cos (2 * w * t + p - q) := by linarith
    exact le_antisymm (Real.cos_le_one _) (le_of_mul_le_mul_left h2 hAB)
  · intro h s
    rw [sidebandSignal_eq, sidebandSignal_eq, h]
    have h3 := mul_le_mul_of_nonneg_left (Real.cos_le_one (2 * w * s + p - q)) hAB.le
    linarith
```

The statement is an equivalence: each listed delay is a maximum, and there are no others. The auxiliary fact `key` translates the list of delays into the condition that the interference phase is an integer multiple of \(2\pi\), and `Real.cos_eq_one_iff` turns that into the condition that the cosine is 1.

For the forward direction, the assumed maximum is compared with the delay \((q-p)/(2w)\), where `hz` shows that the interference phase vanishes. This gives \(AB\le AB\cos(2wt+p-q)\). Cancelling the positive factor \(AB\) yields \(1\le\cos(2wt+p-q)\), and the general bound on the cosine gives equality. For the converse, the cosine at `t` is 1, and the bound \(\cos\le1\) at any other delay `s`, multiplied by \(AB\), gives the required inequality.

## Scattering phases and the comparison of two channels

The next theorem substitutes the path phases.

```lean
/-- With path phases `phi (E - w) + c1` and `phi (E + w) + c2`, the sideband maxima are at the
finite-difference delay of `phi` plus `(c2 - c1) / (2 w)`, up to integer multiples of `π / w`. -/
theorem sideband_maxima_scattering_phase {A B w : ℝ} (hA : 0 < A) (hB : 0 < B) (hw : 0 < w)
    (phi : ℝ → ℝ) (E c1 c2 t : ℝ) :
    IsSidebandMax A B w (phi (E - w) + c1) (phi (E + w) + c2) t ↔
      ∃ n : ℤ, t = finiteDelay phi E w + (c2 - c1) / (2 * w) + n * Real.pi / w := by
  rw [isSidebandMax_iff hA hB hw]
  have e : (phi (E + w) + c2 - (phi (E - w) + c1)) / (2 * w) =
      finiteDelay phi E w + (c2 - c1) / (2 * w) := by
    unfold finiteDelay
    ring
  rw [e]
```

The proof applies the previous equivalence and splits \((q-p)/(2w)\) into the finite-difference delay and the contribution of the constants. No regularity of `phi` is needed, since only its values at two energies occur.

```lean
/-- For two channels with the same additional phases `c1` and `c2`, the sideband maxima differ
by the difference of the finite-difference delays, up to an integer multiple of `π / w`. -/
theorem relative_delay {A B A' B' w : ℝ} (hA : 0 < A) (hB : 0 < B) (hA' : 0 < A')
    (hB' : 0 < B') (hw : 0 < w) (phi chi : ℝ → ℝ) (E E' c1 c2 t t' : ℝ)
    (ht : IsSidebandMax A B w (phi (E - w) + c1) (phi (E + w) + c2) t)
    (ht' : IsSidebandMax A' B' w (chi (E' - w) + c1) (chi (E' + w) + c2) t') :
    ∃ n : ℤ, t - t' = finiteDelay phi E w - finiteDelay chi E' w + n * Real.pi / w := by
  obtain ⟨n, hn⟩ := (sideband_maxima_scattering_phase hA hB hw phi E c1 c2 t).1 ht
  obtain ⟨m, hm⟩ := (sideband_maxima_scattering_phase hA' hB' hw chi E' c1 c2 t').1 ht'
  refine ⟨n - m, ?_⟩
  rw [hn, hm]
  push_cast
  ring
```

The moduli may differ between the channels, as may the phase functions and the energies. The probe frequency and both constants are shared. That the constants are shared is an assumption: the harmonic phases are common when both channels use the same pair of harmonics, but the phases of the continuum transitions depend on the electron's kinetic energy. If \(c_2-c_1\) is not the same in the two channels, its difference between them, divided by \(2w\), is added to the right-hand side of the formula for \(t-t'\); a shift common to both paths of one channel cancels.

The proof obtains an integer for each maximum, `n` and `m`, and uses `n - m` for the difference. The hypotheses `ht` and `ht'` allow any maximum to be chosen in each channel, which is why the relative delay is fixed only up to a multiple of \(\pi/w\).

## The derivative limit and finite-frequency corrections

The hypothesis `HasDerivAt phi d E` says that `phi` has derivative `d` at the single energy `E`. The filter `𝓝[≠] 0` expresses that \(w\) approaches zero, from either side, without being equal to it.

```lean
/-- As the probe frequency tends to zero, the finite-difference delay tends to the energy
derivative of the scattering phase. -/
theorem finiteDelay_tendsto {phi : ℝ → ℝ} {E d : ℝ} (h : HasDerivAt phi d E) :
    Tendsto (fun w => finiteDelay phi E w) (𝓝[≠] 0) (𝓝 d) := by
  have hp : HasDerivAt (fun w => phi (E + w)) d 0 := by
    have h0 : HasDerivAt phi d (E + 0) := by simpa using h
    exact h0.comp_const_add E 0
  have hm : HasDerivAt (fun w => phi (E - w)) (-d) 0 := by
    have h0 : HasDerivAt phi d (E - 0) := by simpa using h
    exact h0.comp_const_sub E 0
  -- the phase difference has slope 2d at zero frequency
  have hg := (hp.fun_sub hm).tendsto_slope_zero.div_const 2
  have hd : (d - -d) / 2 = d := by ring
  rw [hd] at hg
  refine hg.congr fun w => ?_
  simp only [finiteDelay, zero_add, add_zero, sub_zero, sub_self, smul_eq_mul]
  ring
```

The facts `hp` and `hm` give the derivatives \(d\) and \(-d\) of \(\varphi(E+w)\) and \(\varphi(E-w)\) with respect to \(w\) at zero. Their difference is the function \(g\) above, with slope \(2d\). The lemma `tendsto_slope_zero` states the convergence of its difference quotient, and `div_const 2` halves it. The last lines identify the halved quotient with `finiteDelay`.

```lean
/-- At finite probe frequency, the finite-difference delay equals the derivative of the
scattering phase at some energy strictly between `E - w` and `E + w`. -/
theorem finiteDelay_eq_deriv_between {phi phi' : ℝ → ℝ} {E w : ℝ} (hw : 0 < w)
    (h : ∀ x ∈ Set.Icc (E - w) (E + w), HasDerivAt phi (phi' x) x) :
    ∃ x ∈ Set.Ioo (E - w) (E + w), finiteDelay phi E w = phi' x := by
  obtain ⟨x, hx, hs⟩ := exists_hasDerivAt_eq_slope phi phi'
    (show E - w < E + w by linarith)
    (fun y hy => (h y hy).continuousAt.continuousWithinAt)
    (fun y hy => h y (Set.Ioo_subset_Icc_self hy))
  refine ⟨x, hx, ?_⟩
  rw [hs, finiteDelay]
  congr 1
  ring
```

In this theorem `phi'` is a function giving the derivative at each energy of the closed interval `Set.Icc (E - w) (E + w)`. The energy found lies in the open interval `Set.Ioo (E - w) (E + w)`. Mathlib's mean value theorem, `exists_hasDerivAt_eq_slope`, takes continuity on the closed interval and differentiability inside it, both of which follow from the hypothesis. The final step simplifies the interval length \((E+w)-(E-w)\) to \(2w\).

```lean
/-- For a scattering phase that is cubic in the energy, the finite-difference delay is the
linear coefficient at `E` plus the cubic coefficient times `w ^ 2`. -/
theorem finiteDelay_cubic (a0 a1 a2 a3 E : ℝ) {w : ℝ} (hw : w ≠ 0) :
    finiteDelay (fun x => a0 + a1 * (x - E) + a2 * (x - E) ^ 2 + a3 * (x - E) ^ 3) E w =
      a1 + a3 * w ^ 2 := by
  unfold finiteDelay
  rw [div_eq_iff (mul_ne_zero two_ne_zero hw)]
  ring

end

end PhotoelectronSidebandDelay
```

The cubic is written in powers of `x - E`, so its coefficients refer to the sideband energy. After multiplication by the nonzero denominator \(2w\), the claim is a polynomial identity, which `ring` verifies. The formula is exact for a cubic; a general smooth phase would also contribute higher powers of \(w\).

```lean
#print axioms PhotoelectronSidebandDelay.sideband_maxima_scattering_phase
#print axioms PhotoelectronSidebandDelay.relative_delay
#print axioms PhotoelectronSidebandDelay.finiteDelay_eq_deriv_between
#print axioms PhotoelectronSidebandDelay.finiteDelay_cubic
```

```
'PhotoelectronSidebandDelay.sideband_maxima_scattering_phase' depends on axioms: [propext, Classical.choice, Quot.sound]
'PhotoelectronSidebandDelay.relative_delay' depends on axioms: [propext, Classical.choice, Quot.sound]
'PhotoelectronSidebandDelay.finiteDelay_eq_deriv_between' depends on axioms: [propext, Classical.choice, Quot.sound]
'PhotoelectronSidebandDelay.finiteDelay_cubic' depends on axioms: [propext, Classical.choice, Quot.sound]
```
